# Real, negative eigenvalues of the resonant Bloch matrix for a Rabi frequency up to a quarter of the decay rate

For decay rate G and Rabi frequency W, the resonant Bloch matrix here is the 3×3 matrix with diagonal entries −G/2, −G/2 and −G, in which W couples the second and third components with opposite signs: the entry in row 2, column 3 is W, and the one in row 3, column 2 is −W. For G > 0 and 0 ≤ W ≤ G/4, `overdamped_eigenvalues` states that its eigenvalues are exactly −G/2 and −3G/4 ± √(G²/16 − W²), and that all are real and negative. The proof takes the list of eigenvalues from the earlier `isEigenvalue_iff`, bounds the square root by G/4, and then checks the imaginary and real parts in each of the three cases.

Lean 4 with Mathlib refuses this proof:

```lean
import Mathlib

open Matrix Polynomial

namespace OverdampedEigenvalues

noncomputable section

/-- The resonant Bloch matrix for decay rate `G` and Rabi frequency `W`. -/
def blochMatrix (G W : ℝ) : Matrix (Fin 3) (Fin 3) ℂ :=
  !![-((G : ℂ) / 2), 0, 0; 0, -((G : ℂ) / 2), (W : ℂ); 0, -(W : ℂ), -(G : ℂ)]

/-- `z` is an eigenvalue of `M`: some nonzero vector is multiplied by `z`. -/
def IsEigenvalue (M : Matrix (Fin 3) (Fin 3) ℂ) (z : ℂ) : Prop :=
  ∃ v : Fin 3 → ℂ, v ≠ 0 ∧ M *ᵥ v = z • v

/-- If `r² = G²/16 - W²`, the eigenvalues of the Bloch matrix are `-G/2` and `-3G/4 ± r`. -/
theorem isEigenvalue_iff (G W : ℝ) (r z : ℂ) (hr : r ^ 2 = (G : ℂ) ^ 2 / 16 - (W : ℂ) ^ 2) :
    IsEigenvalue (blochMatrix G W) z ↔
      z = ((-(G / 2) : ℝ) : ℂ) ∨ z = ((-(3 * G / 4) : ℝ) : ℂ) + r ∨
        z = ((-(3 * G / 4) : ℝ) : ℂ) - r := by
  have h : IsEigenvalue (blochMatrix G W) z ↔
      ∃ v : Fin 3 → ℂ, v ≠ 0 ∧ (blochMatrix G W - z • 1) *ᵥ v = 0 := by
    simp only [IsEigenvalue, Matrix.sub_mulVec, Matrix.smul_mulVec, Matrix.one_mulVec,
      sub_eq_zero]
  -- the secular determinant splits into three linear factors
  have hdet : (blochMatrix G W - z • 1).det =
      -((z - ((-(G / 2) : ℝ) : ℂ)) * ((z - (((-(3 * G / 4) : ℝ) : ℂ) + r)) *
        (z - (((-(3 * G / 4) : ℝ) : ℂ) - r)))) := by
    have h0 : (blochMatrix G W - z • 1).det =
        -((z + G / 2) * (z ^ 2 + 3 * G / 2 * z + G ^ 2 / 2 + W ^ 2)) := by
      simp [Matrix.det_fin_three, blochMatrix]
      ring
    rw [h0]
    push_cast
    linear_combination (-(z + (G : ℂ) / 2)) * hr
  rw [h, Matrix.exists_mulVec_eq_zero_iff, hdet, neg_eq_zero, mul_eq_zero, mul_eq_zero,
    sub_eq_zero, sub_eq_zero, sub_eq_zero]

/-- Weak driving, `G > 0` and `0 ≤ W ≤ G/4`: the eigenvalues are `-G/2` and
`-3G/4 ± √(G²/16 - W²)`, all real and negative. -/
theorem overdamped_eigenvalues (G W : ℝ) (hG : 0 < G) (hW0 : 0 ≤ W) (hW : W ≤ G / 4) :
    (∀ z : ℂ, IsEigenvalue (blochMatrix G W) z ↔
      z = ((-(G / 2) : ℝ) : ℂ) ∨
      z = ((-(3 * G / 4) : ℝ) : ℂ) + (√(G ^ 2 / 16 - W ^ 2) : ℝ) ∨
      z = ((-(3 * G / 4) : ℝ) : ℂ) - (√(G ^ 2 / 16 - W ^ 2) : ℝ)) ∧
    ∀ z : ℂ, IsEigenvalue (blochMatrix G W) z → z.im = 0 ∧ z.re < 0 := by
  have hnn : 0 ≤ G ^ 2 / 16 - W ^ 2 := by nlinarith
  have key := fun z : ℂ => isEigenvalue_iff G W ((√(G ^ 2 / 16 - W ^ 2) : ℝ) : ℂ) z
    (by exact_mod_cast Real.sq_sqrt hnn)
  refine ⟨key, fun z hz => ?_⟩
  -- the splitting never exceeds `G/4`, so no rate reaches zero
  have hle : √(G ^ 2 / 16 - W ^ 2) ≤ G / 4 :=
    Real.sqrt_le_iff.mpr ⟨by linarith, by nlinarith [sq_nonneg W]⟩
  have h0 := Real.sqrt_nonneg (G ^ 2 / 16 - W ^ 2)
  rcases (key z).mp hz with h | h | h <;> rw [h] <;>
    simp only [Complex.add_im, Complex.sub_im, Complex.add_re, Complex.sub_re,
      Complex.ofReal_im, Complex.ofReal_re] <;>
    constructor <;> linarith

end

end OverdampedEigenvalues
```

Messages:

```
Main.lean:59:20: error: linarith failed to find a contradiction
case inl.left
G W : ℝ
hG : 0 < G
hW0 : 0 ≤ W
hW : W ≤ G / 4
hnn : 0 ≤ G ^ 2 / 16 - W ^ 2
key :
  ∀ (z : ℂ),
    IsEigenvalue (blochMatrix G W) z ↔
      z = ↑(-(G / 2)) ∨ z = ↑(-(3 * G / 4)) + ↑√(G ^ 2 / 16 - W ^ 2) ∨ z = ↑(-(3 * G / 4)) - ↑√(G ^ 2 / 16 - W ^ 2)
z : ℂ
hz : IsEigenvalue (blochMatrix G W) z
hle : √(G ^ 2 / 16 - W ^ 2) ≤ G / 4
h0 : 0 ≤ √(G ^ 2 / 16 - W ^ 2)
h : z = ↑(-(G / 2))
⊢ False
failed
```

Cause. The error arises in the first case, z = −G/2, on the claim that the imaginary part is zero. `simp only` ran while both claims were still joined by `∧`. It turned the imaginary part into `0`, and then `0 = 0` into `True`, but the lemma that removes `True` from a conjunction, `true_and`, was not in its list. `constructor` therefore handed `linarith` the goal `True`. That is not an equation or inequality, so `linarith` looked for a contradiction among the hypotheses instead, which is why the message shows the goal `False`. The hypotheses are consistent, and it failed.

The repair moves `constructor` ahead of `simp only`, so that each claim is simplified by itself. In this first case the imaginary part's goal now becomes `True` as a whole, which `simp only` closes, and `linarith` is never called on it. The real part's goal becomes `-(G / 2) < 0`, which `linarith` proves from `hG`. The reworded comment is mere tidying.

The mended proof, as a diff:

```diff
@@ -50,12 +50,12 @@
     (by exact_mod_cast Real.sq_sqrt hnn)
   refine ⟨key, fun z hz => ?_⟩
-  -- the splitting never exceeds `G/4`, so no rate reaches zero
+  -- the square root never exceeds `G/4`, so no eigenvalue reaches zero
   have hle : √(G ^ 2 / 16 - W ^ 2) ≤ G / 4 :=
     Real.sqrt_le_iff.mpr ⟨by linarith, by nlinarith [sq_nonneg W]⟩
   have h0 := Real.sqrt_nonneg (G ^ 2 / 16 - W ^ 2)
-  rcases (key z).mp hz with h | h | h <;> rw [h] <;>
+  rcases (key z).mp hz with h | h | h <;> rw [h] <;> constructor <;>
     simp only [Complex.add_im, Complex.sub_im, Complex.add_re, Complex.sub_re,
       Complex.ofReal_im, Complex.ofReal_re] <;>
-    constructor <;> linarith
+    linarith
 
 end
```
